# Koelling–Harmon solutions at different energies need not have orthogonal large components

A solution is taken here to be a pair of real functions $(P,Q)$ that satisfies the two first-order Koelling–Harmon equations at every point of a finite interval $[a,b]$ with $a>0$. Boundary conditions enter only through the Wronskian $W=P_1Q_2-Q_1P_2$ of two solutions. If $W$ vanishes at both ends, the energies $E_1\neq E_2$ differ, and both solutions share $l$, $c$ and a continuous potential $V$ with nonvanishing mass functions, then

$$\int_a^b P_1P_2\,dr=-\int_a^b\left(Q_1Q_2+\frac{l(l+1)P_1P_2}{4M_1M_2c^2r^2}\right)dr .$$

Under these conditions the integral of $P_1P_2$ plus the density on the right is zero, while the integral of $P_1P_2$ alone need not be. Here $M_i=1+(E_i-V)/(2c^2)$ is the mass function at energy $E_i$, in atomic units. For $l=0$ the added density is just $Q_1Q_2$; for $l>0$ it also contains a term with these energy-dependent masses.

```lean
import Mathlib

open Set
open scoped Real

namespace KoellingHarmonOverlap

noncomputable section
```

## The radial system and its overlap density

In atomic units, with $E$ measured without the rest energy, the mass function is $M=1+(E-V)/(2c^2)$. Here $c$ stands for the speed of light, but the theorems accept any nonzero real value.

```lean
/-- The energy-dependent mass function `M = 1 + (E - V) / (2 c²)`, in atomic units. -/
def mass (c : ℝ) (V : ℝ → ℝ) (E r : ℝ) : ℝ := 1 + (E - V r) / (2 * c ^ 2)
```

The large component $P$ and the small component $Q$ obey

$$P'=\frac Pr+2McQ,\qquad Q'=-\frac Qr+\left(\frac{l(l+1)}{2Mcr^2}+\frac{V-E}{c}\right)P .$$

`IsSolution` states exactly these two equations. `HasDerivAt` is a two-sided derivative, so at $a$ and $b$ the functions must also be differentiable from outside the interval. There is no spin–orbit term, and neither the limit $r\to0$ nor an infinite outer radius is treated.

```lean
/-- The pair `(P, Q)` solves the scalar-relativistic Koelling-Harmon radial system on `[a, b]`
at energy `E` and angular momentum `l`. -/
structure IsSolution (c : ℝ) (l : ℕ) (V : ℝ → ℝ) (E a b : ℝ) (P Q : ℝ → ℝ) : Prop where
  large : ∀ r ∈ Icc a b, HasDerivAt P (P r / r + 2 * mass c V E r * c * Q r) r
  small : ∀ r ∈ Icc a b, HasDerivAt Q (-Q r / r +
    ((l : ℝ) * (l + 1) / (2 * mass c V E r * c * r ^ 2) + (V r - E) / c) * P r) r
```

The Wronskian vanishes at an end point whenever both solutions satisfy the same nontrivial linear condition $\alpha P+\beta Q=0$ there.

```lean
/-- The radial Wronskian `P₁ Q₂ - Q₁ P₂` of two solutions. -/
def wronskian (P₁ Q₁ P₂ Q₂ : ℝ → ℝ) (r : ℝ) : ℝ := P₁ r * Q₂ r - Q₁ r * P₂ r
```

The last definition is the density that is added to $P_1P_2$ in the overlap relation. For $l>0$ its second term contains both energies through $M_1$ and $M_2$; for $l=0$ that term vanishes and only $Q_1Q_2$ remains.

```lean
/-- The density `Q₁ Q₂ + l(l+1) P₁ P₂ / (4 M₁ M₂ c² r²)` that is added to the
large-component product `P₁ P₂`. -/
def correction (c : ℝ) (l : ℕ) (V : ℝ → ℝ) (E₁ E₂ : ℝ) (P₁ Q₁ P₂ Q₂ : ℝ → ℝ) (r : ℝ) : ℝ :=
  Q₁ r * Q₂ r + (l : ℝ) * (l + 1) * (P₁ r * P₂ r) /
    (4 * mass c V E₁ r * mass c V E₂ r * c ^ 2 * r ^ 2)
```

## (a) The derivative of the Wronskian

**Task.** Show that $W'$ equals $(E_1-E_2)/c$ times the corrected overlap density at each point where $M_1$ and $M_2$ are nonzero.

**Solution.** Apply the product rule and insert the radial equations. The terms $\pm P_1Q_2/r$ and $\pm Q_1P_2/r$ cancel, which leaves

$$W'=2c(M_1-M_2)Q_1Q_2+\left[\frac{l(l+1)}{2cr^2}\left(\frac1{M_2}-\frac1{M_1}\right)+\frac{E_1-E_2}{c}\right]P_1P_2 .$$

The potential drops out of the mass difference:

$$M_1-M_2=\frac{E_1-E_2}{2c^2},\qquad \frac1{M_2}-\frac1{M_1}=\frac{E_1-E_2}{2c^2M_1M_2}.$$

Therefore

$$W'=\frac{E_1-E_2}{c}\left(P_1P_2+Q_1Q_2+\frac{l(l+1)P_1P_2}{4M_1M_2c^2r^2}\right).$$

The proof builds the same product-rule derivative. It then writes each energy as $E=V+2c^2(M-1)$, so that `field_simp` and `ring` face an identity in the two masses.

```lean
variable {c E₁ E₂ a b : ℝ} {l : ℕ} {V P₁ Q₁ P₂ Q₂ : ℝ → ℝ}

/-- The Wronskian of two Koelling-Harmon solutions changes at the rate `(E₁ - E₂) / c` times
the corrected overlap density. -/
theorem hasDerivAt_wronskian (hc : c ≠ 0) (ha : 0 < a)
    (h₁ : IsSolution c l V E₁ a b P₁ Q₁) (h₂ : IsSolution c l V E₂ a b P₂ Q₂)
    {r : ℝ} (hr : r ∈ Icc a b) (hM₁ : mass c V E₁ r ≠ 0) (hM₂ : mass c V E₂ r ≠ 0) :
    HasDerivAt (wronskian P₁ Q₁ P₂ Q₂)
      ((E₁ - E₂) / c * (P₁ r * P₂ r + correction c l V E₁ E₂ P₁ Q₁ P₂ Q₂ r)) r := by
  have hr0 : r ≠ 0 := (lt_of_lt_of_le ha hr.1).ne'
  have h := ((h₁.large r hr).fun_mul (h₂.small r hr)).fun_sub
    ((h₁.small r hr).fun_mul (h₂.large r hr))
  refine h.congr_deriv ?_
  -- express both energies through the local masses
  have hE : ∀ E : ℝ, E = V r + 2 * c ^ 2 * (mass c V E r - 1) := by
    intro E
    unfold mass
    field_simp
    ring
  have e₁ := hE E₁
  have e₂ := hE E₂
  simp only [correction]
  obtain ⟨m₁, hm₁⟩ : ∃ m, m = mass c V E₁ r := ⟨_, rfl⟩
  obtain ⟨m₂, hm₂⟩ : ∃ m, m = mass c V E₂ r := ⟨_, rfl⟩
  rw [← hm₁] at e₁ hM₁
  rw [← hm₂] at e₂ hM₂
  rw [← hm₁, ← hm₂, e₁, e₂]
  field_simp
  ring
```

## (b) Continuity of the correction

**Task.** Show that the correction density is continuous on $[a,b]$.

**Solution.** The components are differentiable, hence continuous, and $M_1$, $M_2$ are continuous because $V$ is. The denominator $4M_1M_2c^2r^2$ has no zero, since $r\ge a>0$, $c\ne0$ and the masses do not vanish. Sums, products and this quotient are therefore continuous.

The condition on the masses keeps the centrifugal term regular. A zero of $M$ would require $V-E=2c^2$, a potential far above the energy. In the proof, `hdiv` is the quotient step, and `positivity` shows that the denominator is nonzero.

```lean
/-- The correction density is continuous on `[a, b]` when the potential is continuous and the
masses do not vanish. -/
theorem continuousOn_correction (hc : c ≠ 0) (ha : 0 < a) (hV : ContinuousOn V (Icc a b))
    (h₁ : IsSolution c l V E₁ a b P₁ Q₁) (h₂ : IsSolution c l V E₂ a b P₂ Q₂)
    (hM₁ : ∀ r ∈ Icc a b, mass c V E₁ r ≠ 0) (hM₂ : ∀ r ∈ Icc a b, mass c V E₂ r ≠ 0) :
    ContinuousOn (correction c l V E₁ E₂ P₁ Q₁ P₂ Q₂) (Icc a b) := by
  have p₁ : ContinuousOn P₁ (Icc a b) :=
    fun r hr => (h₁.large r hr).continuousAt.continuousWithinAt
  have p₂ : ContinuousOn P₂ (Icc a b) :=
    fun r hr => (h₂.large r hr).continuousAt.continuousWithinAt
  have q₁ : ContinuousOn Q₁ (Icc a b) :=
    fun r hr => (h₁.small r hr).continuousAt.continuousWithinAt
  have q₂ : ContinuousOn Q₂ (Icc a b) :=
    fun r hr => (h₂.small r hr).continuousAt.continuousWithinAt
  have hm : ∀ E : ℝ, ContinuousOn (mass c V E) (Icc a b) := by
    intro E
    have h : ContinuousOn (fun r => 1 + (E - V r) / (2 * c ^ 2)) (Icc a b) := by fun_prop
    exact h
  have key : ∀ m₁ m₂ : ℝ → ℝ, ContinuousOn m₁ (Icc a b) → ContinuousOn m₂ (Icc a b) →
      ContinuousOn (fun r => 4 * m₁ r * m₂ r * c ^ 2 * r ^ 2) (Icc a b) := by
    intro m₁ m₂ k₁ k₂
    fun_prop
  have hnum : ContinuousOn (fun r => (l : ℝ) * (l + 1) * (P₁ r * P₂ r)) (Icc a b) := by
    fun_prop
  have hdiv := hnum.div (key _ _ (hm E₁) (hm E₂)) (by
    intro r hr
    have hr0 : r ≠ 0 := (lt_of_lt_of_le ha hr.1).ne'
    have k₁ := hM₁ r hr
    have k₂ := hM₂ r hr
    positivity)
  exact (q₁.mul q₂).add hdiv
```

## (c) The Wronskian balance across the interval

**Task.** Express $W(b)-W(a)$ through the two integrals. As in (b), $V$ is continuous and the masses do not vanish on $[a,b]$; (d) and (e) keep these conditions.

**Solution.** By (b) the right-hand side of (a) is continuous, so the fundamental theorem of calculus gives

$$W(b)-W(a)=\frac{E_1-E_2}{c}\left(\int_a^bP_1P_2\,dr+\int_a^b\left(Q_1Q_2+\frac{l(l+1)P_1P_2}{4M_1M_2c^2r^2}\right)dr\right).$$

In Lean, `i₁` and `i₂` supply the integrability needed to join the two integrals, and `integral_eq_sub_of_hasDerivAt` is the fundamental theorem.

```lean
/-- The change of the Wronskian across `[a, b]` is `(E₁ - E₂) / c` times the sum of the
large-component overlap and the integrated correction. -/
theorem wronskian_sub (hc : c ≠ 0) (ha : 0 < a) (hab : a ≤ b) (hV : ContinuousOn V (Icc a b))
    (h₁ : IsSolution c l V E₁ a b P₁ Q₁) (h₂ : IsSolution c l V E₂ a b P₂ Q₂)
    (hM₁ : ∀ r ∈ Icc a b, mass c V E₁ r ≠ 0) (hM₂ : ∀ r ∈ Icc a b, mass c V E₂ r ≠ 0) :
    wronskian P₁ Q₁ P₂ Q₂ b - wronskian P₁ Q₁ P₂ Q₂ a = (E₁ - E₂) / c *
      ((∫ r in a..b, P₁ r * P₂ r) + ∫ r in a..b, correction c l V E₁ E₂ P₁ Q₁ P₂ Q₂ r) := by
  have p₁ : ContinuousOn P₁ (Icc a b) :=
    fun r hr => (h₁.large r hr).continuousAt.continuousWithinAt
  have p₂ : ContinuousOn P₂ (Icc a b) :=
    fun r hr => (h₂.large r hr).continuousAt.continuousWithinAt
  have pp : ContinuousOn (fun r => P₁ r * P₂ r) (Icc a b) := by fun_prop
  have i₁ := pp.intervalIntegrable_of_Icc (μ := MeasureTheory.volume) hab
  have i₂ := (continuousOn_correction hc ha hV h₁ h₂ hM₁ hM₂).intervalIntegrable_of_Icc
    (μ := MeasureTheory.volume) hab
  rw [← intervalIntegral.integral_add i₁ i₂, ← intervalIntegral.integral_const_mul]
  symm
  apply intervalIntegral.integral_eq_sub_of_hasDerivAt
  · intro r hr
    rw [uIcc_of_le hab] at hr
    exact hasDerivAt_wronskian hc ha h₁ h₂ hr (hM₁ r hr) (hM₂ r hr)
  · exact (i₁.add i₂).const_mul _
```

## (d) Equal end values as the exact criterion

**Task.** For $E_1\ne E_2$, show that the large-component overlap is minus the integrated correction exactly when $W(a)=W(b)$.

**Solution.** In (c) the factor $(E_1-E_2)/c$ is nonzero. The left side therefore vanishes if and only if the sum of the two integrals does. The proof uses `mul_eq_zero` and discards the alternative in which the prefactor is zero.

```lean
/-- At distinct energies, the large-component overlap equals minus the integrated correction
exactly when the Wronskian takes the same value at both ends. -/
theorem overlap_eq_neg_iff (hc : c ≠ 0) (ha : 0 < a) (hab : a ≤ b)
    (hV : ContinuousOn V (Icc a b)) (hE : E₁ ≠ E₂)
    (h₁ : IsSolution c l V E₁ a b P₁ Q₁) (h₂ : IsSolution c l V E₂ a b P₂ Q₂)
    (hM₁ : ∀ r ∈ Icc a b, mass c V E₁ r ≠ 0) (hM₂ : ∀ r ∈ Icc a b, mass c V E₂ r ≠ 0) :
    (∫ r in a..b, P₁ r * P₂ r) = -(∫ r in a..b, correction c l V E₁ E₂ P₁ Q₁ P₂ Q₂ r) ↔
      wronskian P₁ Q₁ P₂ Q₂ b = wronskian P₁ Q₁ P₂ Q₂ a := by
  have h := wronskian_sub hc ha hab hV h₁ h₂ hM₁ hM₂
  have hk : (E₁ - E₂) / c ≠ 0 := div_ne_zero (sub_ne_zero.mpr hE) hc
  rw [← sub_eq_zero (a := wronskian P₁ Q₁ P₂ Q₂ b), h, mul_eq_zero, or_iff_right hk,
    eq_neg_iff_add_eq_zero]
```

## (e) The overlap relation for vanishing end Wronskians

**Task.** Derive the relation for $\int P_1P_2$ when $W(a)=W(b)=0$.

**Solution.** The end values agree, so (d) applies. The theorem writes the correction out in full, so its statement can be read without the definition of `correction`.

```lean
/-- If the Wronskian of two Koelling-Harmon solutions at distinct energies vanishes at both ends,
then `∫ P₁ P₂ = -∫ (Q₁ Q₂ + l(l+1) P₁ P₂ / (4 M₁ M₂ c² r²))`. -/
theorem koellingHarmon_overlap (hc : c ≠ 0) (ha : 0 < a) (hab : a ≤ b)
    (hV : ContinuousOn V (Icc a b)) (hE : E₁ ≠ E₂)
    (h₁ : IsSolution c l V E₁ a b P₁ Q₁) (h₂ : IsSolution c l V E₂ a b P₂ Q₂)
    (hM₁ : ∀ r ∈ Icc a b, mass c V E₁ r ≠ 0) (hM₂ : ∀ r ∈ Icc a b, mass c V E₂ r ≠ 0)
    (hWa : wronskian P₁ Q₁ P₂ Q₂ a = 0) (hWb : wronskian P₁ Q₁ P₂ Q₂ b = 0) :
    (∫ r in a..b, P₁ r * P₂ r) = -∫ r in a..b, (Q₁ r * Q₂ r +
      (l : ℝ) * (l + 1) * (P₁ r * P₂ r) /
        (4 * mass c V E₁ r * mass c V E₂ r * c ^ 2 * r ^ 2)) :=
  (overlap_eq_neg_iff hc ha hab hV hE h₁ h₂ hM₁ hM₂).mpr (hWb.trans hWa.symm)
```

## An example with a nonzero plain overlap

Take $V=0$, $l=0$ and $c=3/4$ on $[\pi,6\pi]$, with $E_1=0$ and $E_2=3/8$. This small $c$ is chosen for simple arithmetic. The masses are $M_1=1$ and $M_2=4/3$, so $2M_1c=3/2$ and $2M_2c=2$. The first solution has $P_1=r+2\pi$.

```lean
/-- Large component `r + 2π` of the first example solution. -/
def exP₁ (r : ℝ) : ℝ := r + 2 * π
```

Its small component follows from the first radial equation: $Q_1=\tfrac23(P_1'-P_1/r)=-4\pi/(3r)$.

```lean
/-- Small component `-4π / (3r)` of the first example solution. -/
def exQ₁ (r : ℝ) : ℝ := -(4 * π / 3) * r⁻¹
```

The second solution has $P_2=9\pi\cos r+\sin r$.

```lean
/-- Large component `9π cos r + sin r` of the second example solution. -/
def exP₂ (r : ℝ) : ℝ := 9 * π * Real.cos r + Real.sin r
```

In the same way, $Q_2=\tfrac12(P_2'-P_2/r)$.

```lean
/-- Small component of the second example solution. -/
def exQ₂ (r : ℝ) : ℝ := (Real.cos r - 9 * π * Real.sin r - exP₂ r * r⁻¹) / 2
```

## (f) The slope of the second large component

**Task.** Differentiate $P_2$.

**Solution.** Term by term, $P_2'=\cos r-9\pi\sin r$.

```lean
/-- The derivative of the second large component is `cos r - 9π sin r`. -/
theorem hasDerivAt_exP₂ (r : ℝ) :
    HasDerivAt exP₂ (Real.cos r - 9 * π * Real.sin r) r := by
  have h := ((Real.hasDerivAt_cos r).const_mul (9 * π)).fun_add (Real.hasDerivAt_sin r)
  exact h.congr_deriv (by ring)
```

## (g) The second derivative

**Task.** Show that $P_2''=-P_2$.

**Solution.** Differentiating (f) gives $-\sin r-9\pi\cos r=-P_2$.

```lean
/-- The derivative of `cos r - 9π sin r` is minus the second large component. -/
theorem hasDerivAt_slope (r : ℝ) :
    HasDerivAt (fun x => Real.cos x - 9 * π * Real.sin x) (-exP₂ r) r := by
  have h := (Real.hasDerivAt_cos r).fun_sub ((Real.hasDerivAt_sin r).const_mul (9 * π))
  exact h.congr_deriv (by unfold exP₂; ring)
```

## (h) Cosine and sine at the outer end

**Task.** Evaluate $\cos6\pi$ and $\sin6\pi$.

**Solution.** Three full periods give $\cos6\pi=1$ and $\sin6\pi=0$.

```lean
/-- At the outer end `6π` of the example interval the cosine is one and the sine is zero. -/
theorem trig_six_pi : Real.cos (6 * π) = 1 ∧ Real.sin (6 * π) = 0 := by
  constructor
  · have h := Real.cos_nat_mul_two_pi 3
    rwa [show ((3 : ℕ) : ℝ) * (2 * π) = 6 * π by push_cast; ring] at h
  · have h := Real.sin_nat_mul_pi 6
    rwa [show ((6 : ℕ) : ℝ) * π = 6 * π by push_cast; ring] at h
```

## (i) Both pairs solve the system with zero end Wronskians

**Task.** Check the radial equations, the signs of the masses and the values of $W$ at both ends.

**Solution.** The large-component equations hold by the construction of $Q_1$ and $Q_2$. For the first pair, $V-E_1=0$ and $Q_1\propto1/r$, so $Q_1'=-Q_1/r$. For the second, (g) gives

$$Q_2'=\frac12\left(-P_2-\frac{P_2'}r+\frac{P_2}{r^2}\right)=-\frac{Q_2}r-\frac{P_2}2,$$

as required, because $(V-E_2)/c=-1/2$. Both masses are positive. The end values are

| $r$ | $P_1$ | $Q_1$ | $P_2$ | $Q_2$ |
|---|---|---|---|---|
| $\pi$ | $3\pi$ | $-4/3$ | $-9\pi$ | $4$ |
| $6\pi$ | $8\pi$ | $-2/9$ | $9\pi$ | $-1/4$ |

Hence $W(\pi)=12\pi-12\pi=0$ and $W(6\pi)=-2\pi+2\pi=0$. The Lean proof treats the four equations, the masses and the two end values as separate goals, in that order.

```lean
/-- For `V = 0`, `l = 0`, `c = 3/4` on `[π, 6π]`, the example pairs solve the Koelling-Harmon
system at energies `0` and `3/8`, with positive masses and Wronskian zero at both ends. -/
theorem koellingHarmon_witness :
    IsSolution (3 / 4) 0 (fun _ => 0) 0 π (6 * π) exP₁ exQ₁ ∧
    IsSolution (3 / 4) 0 (fun _ => 0) (3 / 8) π (6 * π) exP₂ exQ₂ ∧
    (∀ r, 0 < mass (3 / 4) (fun _ => 0) 0 r ∧ 0 < mass (3 / 4) (fun _ => 0) (3 / 8) r) ∧
    wronskian exP₁ exQ₁ exP₂ exQ₂ π = 0 ∧ wronskian exP₁ exQ₁ exP₂ exQ₂ (6 * π) = 0 := by
  have hpi : π ≠ 0 := Real.pi_ne_zero
  have hne : ∀ r ∈ Icc π (6 * π), r ≠ 0 := fun r hr => (lt_of_lt_of_le Real.pi_pos hr.1).ne'
  refine ⟨⟨fun r hr => ?_, fun r hr => ?_⟩, ⟨fun r hr => ?_, fun r hr => ?_⟩,
    fun r => ?_, ?_, ?_⟩
  · have hr0 := hne r hr
    refine ((hasDerivAt_id r).add_const (2 * π)).congr_deriv ?_
    simp only [mass, exP₁, exQ₁, sub_zero, zero_div, add_zero]
    field_simp
    ring
  · have hr0 := hne r hr
    refine ((hasDerivAt_inv hr0).const_mul (-(4 * π / 3))).congr_deriv ?_
    simp only [exQ₁, Nat.cast_zero, zero_mul, zero_div, sub_zero, add_zero]
    field_simp
  · have hr0 := hne r hr
    refine (hasDerivAt_exP₂ r).congr_deriv ?_
    simp only [mass, exQ₂, sub_zero]
    field_simp
    ring
  · have hr0 := hne r hr
    have h := ((hasDerivAt_slope r).fun_sub
      ((hasDerivAt_exP₂ r).fun_mul (hasDerivAt_inv hr0))).div_const 2
    refine h.congr_deriv ?_
    simp only [exQ₂, Nat.cast_zero, zero_mul, zero_div, zero_add, zero_sub]
    field_simp
    ring
  · constructor <;> norm_num [mass]
  · simp only [wronskian, exP₁, exQ₁, exQ₂, exP₂, Real.cos_pi, Real.sin_pi]
    field_simp
    ring
  · simp only [wronskian, exP₁, exQ₁, exQ₂, exP₂, trig_six_pi.1, trig_six_pi.2]
    field_simp
    ring
```

## (j) The plain overlap is $7\pi$

**Task.** Compute $\int_\pi^{6\pi}P_1P_2\,dr$.

**Solution.** Let $F=P_2-P_1P_2'$. Since $P_1'=1$ and $P_2''=-P_2$,

$$F'=P_2'-P_2'-P_1P_2''=P_1P_2 .$$

With $P_2'(\pi)=-1$ and $P_2'(6\pi)=1$, the end values are $F(6\pi)=9\pi-8\pi=\pi$ and $F(\pi)=-9\pi+3\pi=-6\pi$. The integral is therefore $7\pi$. In the proof, `hF` is the statement $F'=P_1P_2$.

These functions are not normalised. With

$$\int_\pi^{6\pi}P_1^2\,dr=\frac{485\pi^3}{3},\qquad \int_\pi^{6\pi}P_2^2\,dr=\frac{5\pi(81\pi^2+1)}{2},$$

the overlap of the normalised large components is about $0.0039$: small, but not zero. By (e), the integral of $Q_1Q_2$ is $-7\pi$ and compensates the plain overlap exactly. The end conditions matter in this example, because they link $P$ and $Q$. For $V=0$, $l=0$ and positive masses, solutions at different energies with $P=0$ at both ends do have orthogonal large components.

```lean
/-- The plain large-component overlap of the two example solutions on `[π, 6π]` is `7π`. -/
theorem plain_overlap_example : (∫ r in π..(6 * π), exP₁ r * exP₂ r) = 7 * π := by
  -- the antiderivative is P₁' P₂ - P₁ P₂'
  have hF : ∀ r ∈ uIcc π (6 * π), HasDerivAt
      (fun x => exP₂ x - (x + 2 * π) * (Real.cos x - 9 * π * Real.sin x))
      (exP₁ r * exP₂ r) r := by
    intro r _
    have h := (hasDerivAt_exP₂ r).fun_sub
      (((hasDerivAt_id' r).add_const (2 * π)).fun_mul (hasDerivAt_slope r))
    exact h.congr_deriv (by unfold exP₁; ring)
  have hcont : Continuous (fun r => exP₁ r * exP₂ r) := by
    unfold exP₁ exP₂
    fun_prop
  rw [intervalIntegral.integral_eq_sub_of_hasDerivAt hF (hcont.intervalIntegrable _ _)]
  simp only [exP₂, trig_six_pi.1, trig_six_pi.2, Real.cos_pi, Real.sin_pi]
  ring

end

end KoellingHarmonOverlap
```

```lean
#print axioms KoellingHarmonOverlap.koellingHarmon_overlap
#print axioms KoellingHarmonOverlap.plain_overlap_example
```

```
'KoellingHarmonOverlap.koellingHarmon_overlap' depends on axioms: [propext, Classical.choice, Quot.sound]
'KoellingHarmonOverlap.plain_overlap_example' depends on axioms: [propext, Classical.choice, Quot.sound]
```
